# Miller's rule for one anharmonic oscillator: the second-order response as a product of linear susceptibilities

To carry a sum-frequency coefficient from one pair of drive frequencies to another, multiply it by the ratios of the linear susceptibilities at the two inputs and at their sum. For a classical oscillator with one resonance, whose restoring force has a linear and a quadratic term, this scaling is exact at second order in the field, provided that none of the frequencies involved is a pole of the linear susceptibility.

## A bound charge in an asymmetric well

Light at two frequencies drives a bound charge. If the well is not symmetric about its minimum, the charge also moves at the sum frequency and radiates there. With displacement \(x\), damping \(g\), resonance frequency \(\omega_0\) and anharmonicity \(a\), the equation of motion is

\[
Lx + a x^2 = E(t),\qquad Lx = x'' + g x' + \omega_0^2 x .
\]

Here \(E\) is the force per unit mass, so the charge-to-mass ratio is absorbed into it. The constant \(a\) stands for the cubic term in the potential, which vanishes in a centrosymmetric well.

## Amplitudes at first and second order

On a tone \(e^{-i\omega t}\), a time derivative multiplies by \(-i\omega\). Hence

\[
L e^{-i\omega t} = D(\omega)e^{-i\omega t},\qquad D(\omega)=\omega_0^2-\omega^2-ig\omega,\qquad \chi(\omega)=\frac1{D(\omega)} .
\]

For the drive \(E_1e^{-i\omega_1t}+E_2e^{-i\omega_2t}\), the equation \(Lx_1=E\) is therefore solved by

\[
x_1=\chi(\omega_1)E_1e^{-i\omega_1t}+\chi(\omega_2)E_2e^{-i\omega_2t}.
\]

Now scale the drive by a real number \(e\), not to be confused with the base of the exponentials, and try \(x=e x_1+e^2x_2\) with \(Lx_2=-a x_1^2\). Then \(Lx=eE-e^2a x_1^2\), and adding \(ax^2\) gives

\[
Lx+ax^2=eE+e^3a\,(2x_1x_2+e x_2^2).
\]

The second-order terms cancel. The source \(-ax_1^2\) has tones at \(2\omega_1\), \(2\omega_2\) and \(\omega_1+\omega_2\), the last with amplitude \(-2a\chi(\omega_1)\chi(\omega_2)E_1E_2\). Dividing by \(D(\omega_1+\omega_2)\) gives the sum-frequency amplitude of \(x_2\):

\[
-2a\,\chi(\omega_1+\omega_2)\chi(\omega_1)\chi(\omega_2)E_1E_2 .
\]

The second harmonics have amplitudes \(-a\chi(2\omega_j)\chi(\omega_j)^2E_j^2\), without the factor 2, because only one ordered pair of inputs produces them. A real field also contains tones at \(-\omega_1\) and \(-\omega_2\), which bring in a response at the difference frequency and a constant displacement.

## Exchanging inputs and output

Write \(\chi_2(\omega_1,\omega_2)=-a\chi(\omega_1+\omega_2)\chi(\omega_1)\chi(\omega_2)\) and \(s=\omega_1+\omega_2\). Without damping \(\chi\) is even, so \(\chi(s)=\chi(-s)\), and \(\chi_2\) is \(-a\) times a symmetric product over the three frequencies \(-s,\omega_1,\omega_2\), which sum to zero. Every permutation of them leaves it unchanged.

With damping, exchanging \(\omega_2\) with \(-s\) replaces \(D(s)D(\omega_2)\) by \(D(-\omega_2)D(-s)\), its complex conjugate. The difference is

\[
D(s)D(\omega_2)-D(-\omega_2)D(-s)=-2ig\,(\omega_1+2\omega_2)(\omega_0^2-\omega_2 s).
\]

For nonzero \(a\), \(g\) and \(\omega_0\), the exchange therefore preserves \(\chi_2\) only if \(\omega_1+2\omega_2=0\), when the two exchanged frequencies are equal, or if \(\omega_2(\omega_1+\omega_2)=\omega_0^2\).

## Inputs at 1 and 2, resonance at 5

Take \(\omega_0=5\), \(g=0\), \(a=E_1=E_2=1\), \(\omega_1=1\), \(\omega_2=2\). Then \(D(1)=24\), \(D(2)=21\), \(D(3)=16\), and the sum-frequency amplitude is \(-2/(24\cdot21\cdot16)=-1/4032\).

With \(g=1\) instead, \(D(3)D(2)=(16-3i)(21-2i)=330-95i\), while the exchanged product is \(330+95i\). The symmetry is lost.

## A sum frequency on resonance

Let \(g=0\), \(\omega_0=3\), \(\omega_1=1\), \(\omega_2=2\), with \(a\), \(E_1\), \(E_2\) nonzero. The inputs and both second harmonics are off the poles, but \(D(3)=0\). The source at frequency 3 has amplitude \(F=-aE_1E_2/20\), and no constant amplitude \(B\) satisfies \(D(3)B=F\). The response to this tone contains \((iF/6)\,t\,e^{-3it}\), which grows with time. Lean sets \(1/0=0\), so the formula would give amplitude zero here, which is wrong; the condition that \(\omega_1+\omega_2\) is not a pole excludes this case.

## The oscillator in Lean

`den` is \(D\), `chi` is \(\chi\), and `w0` is \(\omega_0\). Textbooks usually reserve \(\chi\) for polarization per field; here it is displacement per unit of \(E\). `chi2` is the coefficient for one ordered pair of inputs. `comb A w` is a finite sum of tones with complex amplitudes `A i` and real frequencies `w i`. `Responds g w0 x f` says that \(Lx=f\) at all times, with a velocity `v` whose derivative is the one the equation requires.

- `miller_rule` treats any finite set of tones, with every driven frequency and every pairwise sum off the poles. A real field is included by listing both \(\omega\) and \(-\omega\) with conjugate amplitudes.
- `sum_frequency_generation` gives the three second-order tones for two complex inputs. If \(\omega_1=\omega_2\), they share one frequency and their amplitudes add.
- `anharmonic_expansion` is the identity with the explicit \(e^3\) remainder.
- `full_permutation_symmetry` takes three frequencies that sum to zero. Here `w 1` and `w 2` are the inputs and `w 0` is minus the output frequency, not the resonance `w0`.
- `damped_exchange_iff` is the criterion for the damped case.

The first two theorems exhibit solutions; they don't say that these are unique, and transients are left aside. None of the theorems bounds the distance between \(ex_1+e^2x_2\) and a true trajectory of the anharmonic equation.

Miller's observation about crystals is that the ratio of the second-order susceptibility to the product of three linear ones varies much less between materials than the second-order susceptibility itself. For the oscillator this ratio is \(-a\) at all off-pole frequencies, but nothing here says how \(a\) differs from one material to another. The step to a crystal is the assumption that its polarization follows a single such coordinate.

In electronic-structure work, second-order amplitudes can be extracted from a simulated dipole signal. The extraction can be tested on a simulated trajectory of this oscillator, with damping and a weak drive: once the transients have decayed, it should return the closed-form amplitudes above to leading order in the field.

## The complete Lean source

```lean
import Mathlib

open Complex

namespace MillerRule

noncomputable section

/-- The resonance denominator `w0² - w² - i g w` of a damped oscillator. -/
def den (g w0 w : ℝ) : ℂ := (w0 : ℂ) ^ 2 - (w : ℂ) ^ 2 - I * g * w

/-- The linear susceptibility `1 / (w0² - w² - i g w)`, meaningful where the denominator
is nonzero. -/
def chi (g w0 w : ℝ) : ℂ := 1 / den g w0 w

/-- The second-order coefficient `-a chi(w1 + w2) chi(w1) chi(w2)`, meaningful where
`w1`, `w2` and `w1 + w2` are not poles of `chi`. -/
def chi2 (a g w0 w1 w2 : ℝ) : ℂ :=
  -(a : ℂ) * chi g w0 (w1 + w2) * chi g w0 w1 * chi g w0 w2

/-- The monochromatic oscillation `exp (-i w t)`. -/
def tone (w t : ℝ) : ℂ := exp (-(I * w) * t)

/-- A finite superposition of tones with amplitudes `A i` and frequencies `w i`. -/
def comb {ι : Type*} [Fintype ι] (A : ι → ℂ) (w : ι → ℝ) (t : ℝ) : ℂ :=
  ∑ i, A i * tone (w i) t

/-- The trajectory `x` obeys `x'' + g x' + w0² x = f` at all times; `v` is its velocity. -/
def Responds (g w0 : ℝ) (x f : ℝ → ℂ) : Prop :=
  ∃ v : ℝ → ℂ, (∀ t, HasDerivAt x (v t) t) ∧
    ∀ t, HasDerivAt v (f t - g * v t - (w0 : ℂ) ^ 2 * x t) t

/-- The time derivative multiplies a tone by `-i w`. -/
theorem tone_hasDerivAt (w t : ℝ) : HasDerivAt (tone w) (-(I * w) * tone w t) t := by
  have h0 : HasDerivAt (fun s : ℝ => (s : ℂ)) 1 t := by
    simpa using (hasDerivAt_id t).ofReal_comp
  have h := (h0.const_mul (-(I * (w : ℂ)))).cexp
  exact h.congr_deriv (by simp only [tone]; ring)

/-- The product of two tones is the tone at the sum frequency. -/
theorem tone_add (u v t : ℝ) : tone (u + v) t = tone u t * tone v t := by
  simp only [tone]
  rw [← Complex.exp_add]
  congr 1
  push_cast
  ring

/-- Off the poles, the susceptibility inverts the resonance denominator. -/
theorem den_mul_chi {g w0 w : ℝ} (h : den g w0 w ≠ 0) : den g w0 w * chi g w0 w = 1 :=
  mul_one_div_cancel h

/-- A superposition of tones solves the driven linear oscillator if, at each frequency,
the resonance denominator times the response amplitude is the drive amplitude. -/
theorem responds_comb {ι : Type*} [Fintype ι] {g w0 : ℝ} {A F : ι → ℂ} {w : ι → ℝ}
    (hF : ∀ i, den g w0 (w i) * A i = F i) : Responds g w0 (comb A w) (comb F w) := by
  refine ⟨fun t => ∑ i, A i * (-(I * w i) * tone (w i) t),
    fun t => HasDerivAt.fun_sum fun i _ => (tone_hasDerivAt (w i) t).const_mul (A i),
    fun t => ?_⟩
  have h := HasDerivAt.fun_sum (u := Finset.univ) fun i _ =>
    ((tone_hasDerivAt (w i) t).const_mul (-(I * (w i : ℂ)))).const_mul (A i)
  refine h.congr_deriv ?_
  -- compare the two sides tone by tone
  simp only [comb, Finset.mul_sum, ← Finset.sum_sub_distrib]
  refine Finset.sum_congr rfl fun i _ => ?_
  have hi := hF i
  simp only [den] at hi
  linear_combination (A i * (w i : ℂ) ^ 2 * tone (w i) t) * I_sq + tone (w i) t * hi

/-- If `x1` is the linear response to `E` and `x2` the response to `-a x1²`, then
`e x1 + e² x2` obeys the anharmonic equation `x'' + g x' + w0² x + a x² = e E` up to the
remainder `e³ a (2 x1 x2 + e x2²)`. -/
theorem anharmonic_expansion {a g w0 : ℝ} {x1 x2 E : ℝ → ℂ} (h1 : Responds g w0 x1 E)
    (h2 : Responds g w0 x2 (fun t => -(a : ℂ) * x1 t ^ 2)) (e : ℝ) :
    Responds g w0 (fun t => (e : ℂ) * x1 t + (e : ℂ) ^ 2 * x2 t)
      (fun t => (e : ℂ) * E t - a * ((e : ℂ) * x1 t + (e : ℂ) ^ 2 * x2 t) ^ 2
        + (e : ℂ) ^ 3 * (a * (2 * x1 t * x2 t + e * x2 t ^ 2))) := by
  obtain ⟨v1, p1, q1⟩ := h1
  obtain ⟨v2, p2, q2⟩ := h2
  refine ⟨fun t => (e : ℂ) * v1 t + (e : ℂ) ^ 2 * v2 t,
    fun t => ((p1 t).const_mul (e : ℂ)).fun_add ((p2 t).const_mul ((e : ℂ) ^ 2)),
    fun t => ?_⟩
  refine (((q1 t).const_mul (e : ℂ)).fun_add
    ((q2 t).const_mul ((e : ℂ) ^ 2))).congr_deriv ?_
  beta_reduce
  ring

/-- Miller's rule for any finite set of driving tones: if no driven frequency `w i` and no sum
`w i + w j`, including `i = j`, is a pole, the first-order amplitudes are `chi(w i) E i`, and
`L x2 = -a x1²` is solved by tones at `w i + w j` with amplitudes `chi2(w i, w j) E i E j`. -/
theorem miller_rule {ι : Type*} [Fintype ι] (a g w0 : ℝ) (w : ι → ℝ) (E : ι → ℂ)
    (h1 : ∀ i, den g w0 (w i) ≠ 0) (h2 : ∀ i j, den g w0 (w i + w j) ≠ 0) :
    Responds g w0 (comb (fun i => chi g w0 (w i) * E i) w) (comb E w) ∧
    Responds g w0
      (comb (fun p : ι × ι => chi2 a g w0 (w p.1) (w p.2) * E p.1 * E p.2)
        (fun p => w p.1 + w p.2))
      (fun t => -(a : ℂ) * comb (fun i => chi g w0 (w i) * E i) w t ^ 2) := by
  refine ⟨responds_comb fun i => by linear_combination E i * den_mul_chi (h1 i), ?_⟩
  -- the squared linear response is a superposition of tones at the pairwise sums
  have e : (fun t => -(a : ℂ) * comb (fun i => chi g w0 (w i) * E i) w t ^ 2) =
      comb (fun p : ι × ι =>
        -(a : ℂ) * (chi g w0 (w p.1) * E p.1) * (chi g w0 (w p.2) * E p.2))
        (fun p => w p.1 + w p.2) := by
    funext t
    simp only [comb]
    rw [sq, Finset.sum_mul_sum, Finset.mul_sum, Fintype.sum_prod_type]
    refine Finset.sum_congr rfl fun i _ => ?_
    rw [Finset.mul_sum]
    refine Finset.sum_congr rfl fun j _ => ?_
    rw [tone_add]
    ring
  rw [e]
  refine responds_comb fun p => ?_
  simp only [chi2]
  linear_combination (-(a : ℂ) * (chi g w0 (w p.1) * E p.1) *
    (chi g w0 (w p.2) * E p.2)) * den_mul_chi (h2 p.1 p.2)

/-- For a two-frequency drive with `w1`, `w2`, `2 w1`, `2 w2` and `w1 + w2` off the poles,
`L x2 = -a x1²` has a solution made of two second harmonics and a sum-frequency tone of
amplitude `-2 a chi(w1 + w2) chi(w1) chi(w2) E1 E2`. -/
theorem sum_frequency_generation (a g w0 w1 w2 : ℝ) (E1 E2 : ℂ)
    (h1 : den g w0 w1 ≠ 0) (h2 : den g w0 w2 ≠ 0) (h11 : den g w0 (2 * w1) ≠ 0)
    (h22 : den g w0 (2 * w2) ≠ 0) (h12 : den g w0 (w1 + w2) ≠ 0) :
    Responds g w0 (comb ![chi g w0 w1 * E1, chi g w0 w2 * E2] ![w1, w2])
      (comb ![E1, E2] ![w1, w2]) ∧
    Responds g w0
      (comb ![-a * chi g w0 (2 * w1) * chi g w0 w1 ^ 2 * E1 ^ 2,
          -a * chi g w0 (2 * w2) * chi g w0 w2 ^ 2 * E2 ^ 2,
          -2 * a * chi g w0 (w1 + w2) * chi g w0 w1 * chi g w0 w2 * E1 * E2]
        ![2 * w1, 2 * w2, w1 + w2])
      (fun t => -(a : ℂ) * comb ![chi g w0 w1 * E1, chi g w0 w2 * E2] ![w1, w2] t ^ 2) := by
  constructor
  · refine responds_comb fun i => ?_
    fin_cases i
    · show den g w0 w1 * (chi g w0 w1 * E1) = E1
      linear_combination E1 * den_mul_chi h1
    · show den g w0 w2 * (chi g w0 w2 * E2) = E2
      linear_combination E2 * den_mul_chi h2
  · have e : (fun t => -(a : ℂ) *
        comb ![chi g w0 w1 * E1, chi g w0 w2 * E2] ![w1, w2] t ^ 2) =
        comb ![-a * (chi g w0 w1 * E1) ^ 2, -a * (chi g w0 w2 * E2) ^ 2,
          -2 * a * (chi g w0 w1 * E1) * (chi g w0 w2 * E2)]
          ![2 * w1, 2 * w2, w1 + w2] := by
      funext t
      simp only [comb, Fin.sum_univ_two, Fin.sum_univ_three, Matrix.cons_val_zero,
        Matrix.cons_val_one, Matrix.cons_val, two_mul, tone_add]
      ring
    rw [e]
    refine responds_comb fun i => ?_
    fin_cases i
    · show den g w0 (2 * w1) * (-a * chi g w0 (2 * w1) * chi g w0 w1 ^ 2 * E1 ^ 2) =
        -a * (chi g w0 w1 * E1) ^ 2
      linear_combination (-a * (chi g w0 w1 * E1) ^ 2) * den_mul_chi h11
    · show den g w0 (2 * w2) * (-a * chi g w0 (2 * w2) * chi g w0 w2 ^ 2 * E2 ^ 2) =
        -a * (chi g w0 w2 * E2) ^ 2
      linear_combination (-a * (chi g w0 w2 * E2) ^ 2) * den_mul_chi h22
    · show den g w0 (w1 + w2) *
        (-2 * a * chi g w0 (w1 + w2) * chi g w0 w1 * chi g w0 w2 * E1 * E2) =
        -2 * a * (chi g w0 w1 * E1) * (chi g w0 w2 * E2)
      linear_combination
        (-2 * a * (chi g w0 w1 * E1) * (chi g w0 w2 * E2)) * den_mul_chi h12

/-- Without damping, for three frequencies off the poles that sum to zero, `chi2` is unchanged
by every permutation of the three, and its product with the three resonance denominators
is `-a`. -/
theorem full_permutation_symmetry (a w0 : ℝ) (w : Fin 3 → ℝ) (hw : ∑ i, w i = 0)
    (h : ∀ i, den 0 w0 (w i) ≠ 0) (σ : Equiv.Perm (Fin 3)) :
    chi2 a 0 w0 (w (σ 1)) (w (σ 2)) = chi2 a 0 w0 (w 1) (w 2) ∧
    (∏ i, den 0 w0 (w i)) * chi2 a 0 w0 (w 1) (w 2) = -a := by
  -- the undamped susceptibility is even, so the coefficient is a symmetric product
  have key : ∀ v : Fin 3 → ℝ, ∑ i, v i = 0 →
      chi2 a 0 w0 (v 1) (v 2) = -(a : ℂ) * ∏ i, chi 0 w0 (v i) := by
    intro v hv
    rw [Fin.sum_univ_three] at hv
    have hs : v 1 + v 2 = -v 0 := by linarith
    have heven : chi 0 w0 (-v 0) = chi 0 w0 (v 0) := by simp [chi, den]
    rw [chi2, hs, heven, Fin.prod_univ_three]
    ring
  have hp : (∏ i, den 0 w0 (w i)) * ∏ i, chi 0 w0 (w i) = 1 := by
    rw [← Finset.prod_mul_distrib]
    exact Finset.prod_eq_one fun i _ => den_mul_chi (h i)
  constructor
  · have hσ := key (fun i => w (σ i)) ((Equiv.sum_comp σ w).trans hw)
    rw [key w hw, ← Equiv.prod_comp σ (fun i => chi 0 w0 (w i))]
    exact hσ
  · rw [key w hw]
    linear_combination (-(a : ℂ)) * hp

/-- A damped oscillator with nonzero resonance frequency has no pole at a real frequency. -/
theorem den_ne_zero {g w0 : ℝ} (hg : g ≠ 0) (hw0 : w0 ≠ 0) (w : ℝ) : den g w0 w ≠ 0 := by
  intro h
  have e : den g w0 w = ((w0 ^ 2 - w ^ 2 : ℝ) : ℂ) + ((-(g * w) : ℝ) : ℂ) * I := by
    simp only [den]
    push_cast
    ring
  rw [e] at h
  have hr := congrArg Complex.re h
  have hi := congrArg Complex.im h
  simp only [Complex.add_re, Complex.mul_re, Complex.ofReal_re, Complex.ofReal_im,
    Complex.I_re, Complex.I_im, Complex.zero_re] at hr
  simp only [Complex.add_im, Complex.mul_im, Complex.ofReal_re, Complex.ofReal_im,
    Complex.I_re, Complex.I_im, Complex.zero_im] at hi
  have hw : w = 0 := (mul_eq_zero.1 (by linarith : g * w = 0)).resolve_left hg
  rw [hw] at hr
  exact hw0 (pow_eq_zero_iff two_ne_zero |>.1 (by linarith))

/-- With damping, and with `a` and `w0` nonzero, exchanging the input `w2` with minus the output
frequency, `-(w1 + w2)`, preserves `chi2` exactly when `w1 + 2 w2 = 0` or `w2 (w1 + w2) = w0²`. -/
theorem damped_exchange_iff {a g w0 : ℝ} (ha : a ≠ 0) (hg : g ≠ 0) (hw0 : w0 ≠ 0)
    (w1 w2 : ℝ) :
    chi2 a g w0 w1 w2 = chi2 a g w0 w1 (-(w1 + w2)) ↔
      w1 + 2 * w2 = 0 ∨ w2 * (w1 + w2) = w0 ^ 2 := by
  have hs : w1 + -(w1 + w2) = -w2 := by ring
  have hc : (a : ℂ) * chi g w0 w1 ≠ 0 :=
    mul_ne_zero (Complex.ofReal_ne_zero.2 ha) (one_div_ne_zero (den_ne_zero hg hw0 w1))
  -- cancel the common factor `a chi(w1)`
  have step : chi2 a g w0 w1 w2 = chi2 a g w0 w1 (-(w1 + w2)) ↔
      chi g w0 (w1 + w2) * chi g w0 w2 = chi g w0 (-w2) * chi g w0 (-(w1 + w2)) := by
    simp only [chi2, hs]
    constructor
    · intro h
      exact mul_left_cancel₀ hc (by linear_combination -h)
    · intro h
      linear_combination (-((a : ℂ) * chi g w0 w1)) * h
  have hprod : ∀ u v, chi g w0 u * chi g w0 v = (den g w0 u * den g w0 v)⁻¹ := by
    intro u v
    rw [chi, chi, mul_inv, one_div, one_div]
  -- the mismatch of the denominators is purely imaginary and proportional to the damping
  have hdiff : den g w0 (w1 + w2) * den g w0 w2 - den g w0 (-w2) * den g w0 (-(w1 + w2)) =
      ((-2 * g * (w1 + 2 * w2) * (w0 ^ 2 - w2 * (w1 + w2)) : ℝ) : ℂ) * I := by
    simp only [den]
    push_cast
    ring
  rw [step, hprod, hprod, inv_inj, ← sub_eq_zero, hdiff, mul_eq_zero,
    or_iff_left Complex.I_ne_zero, Complex.ofReal_eq_zero]
  constructor
  · intro h
    rcases mul_eq_zero.1 h with h | h
    · exact Or.inl ((mul_eq_zero.1 h).resolve_left (mul_ne_zero (by norm_num) hg))
    · exact Or.inr (by linarith)
  · rintro (h | h)
    · rw [h]; ring
    · rw [h]; ring

end

end MillerRule
```

```lean
#print axioms MillerRule.miller_rule
#print axioms MillerRule.sum_frequency_generation
#print axioms MillerRule.full_permutation_symmetry
#print axioms MillerRule.damped_exchange_iff
```

```
'MillerRule.miller_rule' depends on axioms: [propext, Classical.choice, Quot.sound]
'MillerRule.sum_frequency_generation' depends on axioms: [propext, Classical.choice, Quot.sound]
'MillerRule.full_permutation_symmetry' depends on axioms: [propext, Classical.choice, Quot.sound]
'MillerRule.damped_exchange_iff' depends on axioms: [propext, Classical.choice, Quot.sound]
```

## From single tones to the exchange criterion

`tone_hasDerivAt` supplies the factor \(-i\omega\), and `tone_add` says that multiplying tones adds their frequencies. `responds_comb` combines the first of these with linearity: if \(D(\omega_i)A_i=F_i\) for each tone, the response with amplitudes \(A_i\) solves the equation driven by amplitudes \(F_i\). Its final `linear_combination` uses \(i^2=-1\) and this amplitude equation, tone by tone.

In `miller_rule`, the equation `e` expands the squared first-order response into a double sum over ordered pairs. `responds_comb` then reduces the claim to one amplitude equation per pair, which `den_mul_chi`, the identity \(D\chi=1\), settles. `sum_frequency_generation` repeats this with the two mixed pairs collected into one tone, which is where the factor 2 arises. `anharmonic_expansion` adds the two linear equations with weights \(e\) and \(e^2\), and `ring` checks the remainder.

For the permutation symmetry, `key` rewrites `chi2` as \(-a\) times the product of three susceptibilities, using evenness at \(g=0\). `Equiv.prod_comp` says that reordering the factors changes nothing. The off-pole hypothesis enters only in the second claim, that `chi2` times the three denominators is \(-a\).

`den_ne_zero` separates real and imaginary parts: the imaginary part forces \(\omega=0\), and the real part then forces \(\omega_0=0\). This allows `damped_exchange_iff` to cancel the common factor \(a\chi(\omega_1)\) in `step`. `hdiff` is the difference of denominator products computed above, and it vanishes exactly when one of its two frequency factors does.
